# Principal stresses of a symmetric 3×3 stress tensor from its invariants and the Lode angle

To check a computed stress tensor $\sigma$ against a yield criterion, one often needs its three principal stresses, the eigenvalues of $\sigma$. They can be found without an iterative diagonalisation: subtract the mean normal stress, compute two invariants of the remainder $s$, and take one arccosine, from which three cosines give the eigenvalues of $s$. If $s=0$, no angle is needed: all three principal stresses equal the mean normal stress. The invariants are $J_2=\tfrac12\operatorname{tr}s^2$ and $J_3=\det s$. The recipe applies to the stress from an electronic-structure or molecular-dynamics run once that is given as an exactly symmetric real matrix; whether the matrix represents the stress in the material is a separate question.

```lean
import Mathlib

open scoped Real
open Polynomial (X C)

namespace LodeAngle

noncomputable section
```

In the polynomials below, `X` is the variable and `C a` is the real number $a$ read as a constant polynomial.

```lean
/-- The second deviatoric invariant `J2 = tr(s²)/2` of a stress deviator `s`. -/
def J2 (s : Matrix (Fin 3) (Fin 3) ℝ) : ℝ := (s * s).trace / 2
```

This is $J_2$ for a real 3×3 matrix. The type `Fin 3` holds the indices 0, 1, 2, so the entries run from $s_{00}$ to $s_{22}$.

```lean
/-- The stress deviator: the stress tensor minus its mean normal stress times the identity. -/
def deviator (σ : Matrix (Fin 3) (Fin 3) ℝ) : Matrix (Fin 3) (Fin 3) ℝ :=
  σ - (σ.trace / 3) • (1 : Matrix (Fin 3) (Fin 3) ℝ)
```

The deviator is $s=\sigma-\tfrac13(\operatorname{tr}\sigma)\,1$, which has zero trace.

```lean
/-- The angle `t` satisfies the Lode equation `2 J2^(3/2) cos 3t = 3 √3 det s`, for `J2 ≥ 0`. -/
def IsLodeAngle (s : Matrix (Fin 3) (Fin 3) ℝ) (t : ℝ) : Prop :=
  2 * √(J2 s) ^ 3 * Real.cos (3 * t) = 3 * √3 * s.det
```

A Lode angle is a real $t$ with $2J_2^{3/2}\cos 3t=3\sqrt3\,\det s$. Some texts define the angle through a sine instead, which shifts its range.

```lean
/-- The trigonometric expression `2 √(J2/3) cos(t + 2πk/3)`, for `J2 ≥ 0`. -/
def principalDeviator (s : Matrix (Fin 3) (Fin 3) ℝ) (t : ℝ) (k : Fin 3) : ℝ :=
  2 * √(J2 s / 3) * Real.cos (t + 2 * π * ((k : ℕ) : ℝ) / 3)
```

Write $r=\sqrt{J_2/3}$ and $\lambda_k=2r\cos(t+2\pi k/3)$ for $k=0,1,2$. These are the candidate eigenvalues of $s$.

```lean
/-- For `J2 > 0` the Lode equation takes the form `cos 3t = 3 √3 det s / (2 J2^(3/2))`. -/
theorem isLodeAngle_iff (s : Matrix (Fin 3) (Fin 3) ℝ) (hJ : 0 < J2 s) (t : ℝ) :
    IsLodeAngle s t ↔ Real.cos (3 * t) = 3 * √3 * s.det / (2 * √(J2 s) ^ 3) := by
  have hw : 0 < √(J2 s) := Real.sqrt_pos.2 hJ
  rw [eq_div_iff (by positivity), IsLodeAngle]
  constructor <;> intro h <;> linear_combination h
```

For $J_2>0$ one may divide, which gives the usual form $\cos 3t=3\sqrt3\,J_3/(2J_2^{3/2})$.

```lean
/-- The characteristic polynomial of a traceless 3×3 matrix is `X³ - J2 X - det s`. -/
theorem charpoly_traceless (s : Matrix (Fin 3) (Fin 3) ℝ) (h0 : s.trace = 0) :
    s.charpoly = X ^ 3 - C (J2 s) * X - C s.det := by
  have h22 : s 2 2 = -s 0 0 - s 1 1 := by
    rw [Matrix.trace_fin_three] at h0
    linarith
  have hJ : J2 s = s 0 0 ^ 2 + s 0 0 * s 1 1 + s 1 1 ^ 2
      + s 0 1 * s 1 0 + s 0 2 * s 2 0 + s 1 2 * s 2 1 := by
    simp only [J2, Matrix.trace_fin_three, Matrix.mul_apply, Fin.sum_univ_three, h22]
    ring
  rw [hJ, Matrix.charpoly, Matrix.det_fin_three, Matrix.det_fin_three]
  simp [h22]
  ring
```

For any 3×3 matrix,
$$\det(X-s)=X^3-(\operatorname{tr}s)X^2+\tfrac12\left[(\operatorname{tr}s)^2-\operatorname{tr}s^2\right]X-\det s.$$
Zero trace leaves $X^3-J_2X-\det s$. Lean eliminates $s_{22}=-s_{00}-s_{11}$ and compares the expanded determinants.

```lean
/-- The invariants of a symmetric traceless 3×3 matrix obey `27 (det s)² ≤ 4 J2³`. -/
theorem invariant_bound (s : Matrix (Fin 3) (Fin 3) ℝ) (hs : s.IsSymm) (h0 : s.trace = 0) :
    27 * s.det ^ 2 ≤ 4 * J2 s ^ 3 := by
  have hH : s.IsHermitian := by
    rw [Matrix.IsHermitian, Matrix.conjTranspose_eq_transpose_of_trivial]
    exact hs
  -- compare the cubic with its factorisation over the real eigenvalues
  have hc := hH.charpoly_eq
  rw [charpoly_traceless s h0, Fin.prod_univ_three] at hc
  have ev : ∀ x : ℝ, x ^ 3 - J2 s * x - s.det =
      (x - hH.eigenvalues 0) * (x - hH.eigenvalues 1) * (x - hH.eigenvalues 2) :=
    fun x => by simpa using congrArg (Polynomial.eval x) hc
  generalize hH.eigenvalues 0 = a at ev
  generalize hH.eigenvalues 1 = b at ev
  generalize hH.eigenvalues 2 = c at ev
  have e0 := ev 0
  have e1 := ev 1
  have e2 := ev (-1)
  have hsum : c = -a - b := by linear_combination (e1 + e2 - 2 * e0) / 2
  subst hsum
  have hJ : J2 s = a ^ 2 + a * b + b ^ 2 := by linear_combination (e2 - e1) / 2
  have hd : s.det = a * b * (-a - b) := by linear_combination -e0
  rw [hJ, hd]
  -- the difference is the squared product of eigenvalue differences
  nlinarith [sq_nonneg ((a - b) * (a + 2 * b) * (2 * a + b))]
```

A symmetric real matrix has real eigenvalues $a,b,c$, and here $c=-a-b$. Comparing coefficients gives $J_2=a^2+ab+b^2$ and $\det s=-ab(a+b)$, so
$$4J_2^3-27(\det s)^2=\left[(a-b)(a+2b)(2a+b)\right]^2\ge0.$$
Lean obtains the coefficients by evaluating the cubic at $0$, $1$ and $-1$. It then hands this square to `nlinarith`, which proves the inequality.

```lean
/-- The three trigonometric expressions written in terms of `cos t` and `sin t`. -/
theorem principalDeviator_values (s : Matrix (Fin 3) (Fin 3) ℝ) (t : ℝ) :
    principalDeviator s t 0 = 2 * √(J2 s / 3) * Real.cos t ∧
    principalDeviator s t 1 = -√(J2 s / 3) * (Real.cos t + √3 * Real.sin t) ∧
    principalDeviator s t 2 = -√(J2 s / 3) * (Real.cos t - √3 * Real.sin t) := by
  have c0 : (((0 : Fin 3) : ℕ) : ℝ) = 0 := (by norm_num : ((0 : ℕ) : ℝ) = 0)
  have c1 : (((1 : Fin 3) : ℕ) : ℝ) = 1 := (by norm_num : ((1 : ℕ) : ℝ) = 1)
  have c2 : (((2 : Fin 3) : ℕ) : ℝ) = 2 := (by norm_num : ((2 : ℕ) : ℝ) = 2)
  refine ⟨?_, ?_, ?_⟩
  · rw [principalDeviator, c0, show t + 2 * π * 0 / 3 = t by ring]
  · rw [principalDeviator, c1, show t + 2 * π * 1 / 3 = π - (π / 3 - t) by ring,
      Real.cos_pi_sub, Real.cos_sub, Real.cos_pi_div_three, Real.sin_pi_div_three]
    ring
  · rw [principalDeviator, c2, show t + 2 * π * 2 / 3 = (t + π / 3) + π by ring,
      Real.cos_add_pi, Real.cos_add, Real.cos_pi_div_three, Real.sin_pi_div_three]
    ring
```

The addition formulas give
$$\lambda_0=2r\cos t,\quad \lambda_1=-r(\cos t+\sqrt3\sin t),\quad \lambda_2=-r(\cos t-\sqrt3\sin t).$$

```lean
/-- For a symmetric traceless `s` and any solution `t` of the Lode equation, the roots of the
characteristic polynomial, with multiplicity, are `2 √(J2/3) cos(t + 2πk/3)`, `k = 0, 1, 2`. -/
theorem charpoly_eq_prod (s : Matrix (Fin 3) (Fin 3) ℝ) (hs : s.IsSymm) (h0 : s.trace = 0)
    (t : ℝ) (ht : IsLodeAngle s t) :
    s.charpoly = ∏ k : Fin 3, (X - C (principalDeviator s t k)) := by
  have hJ : 0 ≤ J2 s := by
    have h : J2 s = (s 0 0 ^ 2 + s 1 1 ^ 2 + s 2 2 ^ 2) / 2
        + s 0 1 ^ 2 + s 0 2 ^ 2 + s 1 2 ^ 2 := by
      simp only [J2, Matrix.trace_fin_three, Matrix.mul_apply, Fin.sum_univ_three,
        hs.apply 0 1, hs.apply 0 2, hs.apply 1 2]
      ring
    rw [h]
    positivity
  have hq : √(3 : ℝ) ^ 2 = 3 := Real.sq_sqrt (by norm_num)
  have hr : √(J2 s / 3) ^ 2 = J2 s / 3 := Real.sq_sqrt (by positivity)
  have hw : √(J2 s) = √3 * √(J2 s / 3) := by
    rw [← Real.sqrt_mul (by norm_num : (0 : ℝ) ≤ 3)]
    congr 1
    ring
  have hcs := Real.sin_sq_add_cos_sq t
  -- the Lode equation fixes the determinant
  have hd : s.det = 2 * √(J2 s / 3) ^ 3 * (4 * Real.cos t ^ 3 - 3 * Real.cos t) := by
    rw [IsLodeAngle, hw, Real.cos_three_mul] at ht
    have h3 : 3 * √(3 : ℝ) ≠ 0 := by positivity
    apply mul_left_cancel₀ h3
    linear_combination -ht + 2 * √3 * √(J2 s / 3) ^ 3 *
      (4 * Real.cos t ^ 3 - 3 * Real.cos t) * hq
  obtain ⟨v0, v1, v2⟩ := principalDeviator_values s t
  -- match the three coefficients of the cubic
  have k1 : principalDeviator s t 2 = -principalDeviator s t 0 - principalDeviator s t 1 := by
    rw [v0, v1, v2]
    ring
  have k2 : J2 s = principalDeviator s t 0 ^ 2
      + principalDeviator s t 0 * principalDeviator s t 1 + principalDeviator s t 1 ^ 2 := by
    rw [v0, v1]
    linear_combination -3 * hr - √(J2 s / 3) ^ 2 * Real.sin t ^ 2 * hq
      - 3 * √(J2 s / 3) ^ 2 * hcs
  have k3 : s.det = principalDeviator s t 0 * principalDeviator s t 1 *
      (-principalDeviator s t 0 - principalDeviator s t 1) := by
    rw [v0, v1]
    linear_combination hd + 2 * √(J2 s / 3) ^ 3 * Real.cos t *
      (Real.sin t ^ 2 * hq + 3 * hcs)
  rw [charpoly_traceless s h0, Fin.prod_univ_three, k1, k2, k3]
  simp only [map_add, map_sub, map_neg, map_mul, map_pow]
  ring
```

The hypotheses say that $s$ is symmetric (`hs`), traceless (`h0`) and has Lode angle $t$ (`ht`). The conclusion equates two polynomials, so repeated eigenvalues are counted correctly. By hand, three coefficients must match:

- The sum $\lambda_0+\lambda_1+\lambda_2$ vanishes (`k1`).
- Hence the coefficient of $X$ is $-(\lambda_0^2+\lambda_0\lambda_1+\lambda_1^2)=-3r^2(\cos^2t+\sin^2t)=-J_2$ (`k2`).
- The product is $2r^3\cos t\,(\cos^2t-3\sin^2t)=2r^3\cos3t$. Since $\sqrt{J_2}=\sqrt3\,r$, the Lode equation makes this $\det s$ (`hd`, `k3`).

Each `linear_combination` names the known equations whose weighted sum gives the desired one. The case $J_2=0$ is included: then $s=0$, every $t$ is allowed, and all three roots are zero.

```lean
/-- A symmetric traceless `s` with `J2 > 0` has exactly one angle `t` in `[0, π/3]` that solves
the Lode equation and gives the roots of the characteristic polynomial, with multiplicity, as
`2 √(J2/3) cos(t + 2πk/3)`, `k = 0, 1, 2`. -/
theorem existsUnique_lodeAngle (s : Matrix (Fin 3) (Fin 3) ℝ) (hs : s.IsSymm)
    (h0 : s.trace = 0) (hJ : 0 < J2 s) :
    ∃! t : ℝ, t ∈ Set.Icc 0 (π / 3) ∧ IsLodeAngle s t ∧
      s.charpoly = ∏ k : Fin 3, (X - C (principalDeviator s t k)) := by
  have hw : 0 < √(J2 s) := Real.sqrt_pos.2 hJ
  have hq : √(3 : ℝ) ^ 2 = 3 := Real.sq_sqrt (by norm_num)
  -- the invariant bound puts the required cosine in [-1, 1]
  have hx : |3 * √3 * s.det / (2 * √(J2 s) ^ 3)| ≤ 1 := by
    rw [← sq_le_one_iff_abs_le_one, div_pow, div_le_one (by positivity)]
    calc (3 * √3 * s.det) ^ 2 = 27 * s.det ^ 2 := by linear_combination 9 * s.det ^ 2 * hq
      _ ≤ 4 * J2 s ^ 3 := invariant_bound s hs h0
      _ = 4 * (√(J2 s) ^ 2) ^ 3 := by rw [Real.sq_sqrt hJ.le]
      _ = (2 * √(J2 s) ^ 3) ^ 2 := by ring
  have hL : IsLodeAngle s (Real.arccos (3 * √3 * s.det / (2 * √(J2 s) ^ 3)) / 3) := by
    rw [isLodeAngle_iff s hJ, mul_div_cancel₀ _ (by norm_num : (3 : ℝ) ≠ 0)]
    exact Real.cos_arccos (abs_le.1 hx).1 (abs_le.1 hx).2
  refine ⟨_, ⟨⟨?_, ?_⟩, hL, charpoly_eq_prod s hs h0 _ hL⟩, ?_⟩
  · exact div_nonneg (Real.arccos_nonneg _) (by norm_num)
  · linarith [Real.arccos_le_pi (3 * √3 * s.det / (2 * √(J2 s) ^ 3))]
  · rintro u ⟨⟨hu0, hu1⟩, hu, -⟩
    have h := Real.arccos_cos (x := 3 * u) (by linarith) (by linarith)
    rw [(isLodeAngle_iff s hJ u).1 hu] at h
    linarith
```

The symbol `∃!` means "there is exactly one". Let $q=3\sqrt3\,\det s/(2J_2^{3/2})$. The bound on the invariants gives $q^2\le1$, so $t=\tfrac13\arccos q$ exists, lies in $[0,\pi/3]$ and solves the Lode equation. The previous theorem supplies the factorisation. If $u$ in the same interval is another solution, then $3u\in[0,\pi]$ and $3u=\arccos(\cos3u)=\arccos q$, so $u=t$.

```lean
/-- For a symmetric stress tensor `σ` and a solution `t` of the Lode equation of its deviator,
the principal stresses are the mean normal stress plus the three trigonometric expressions. -/
theorem principal_stresses (σ : Matrix (Fin 3) (Fin 3) ℝ) (hσ : σ.IsSymm) (t : ℝ)
    (ht : IsLodeAngle (deviator σ) t) :
    σ.charpoly = ∏ k : Fin 3, (X - C (σ.trace / 3 + principalDeviator (deviator σ) t k)) := by
  have hs : (deviator σ).IsSymm := hσ.sub (Matrix.isSymm_one.smul _)
  have h0 : (deviator σ).trace = 0 := by
    simp [deviator, Matrix.trace_sub, Matrix.trace_smul, Matrix.trace_one]
  -- a hydrostatic stress shifts the characteristic polynomial
  have key : ∀ m : ℝ, σ.charpoly =
      (σ - m • (1 : Matrix (Fin 3) (Fin 3) ℝ)).charpoly.comp (X - C m) := by
    intro m
    rw [Matrix.charpoly, Matrix.charpoly, Matrix.det_fin_three, Matrix.det_fin_three]
    simp
  rw [key (σ.trace / 3)]
  change (deviator σ).charpoly.comp _ = _
  rw [charpoly_eq_prod _ hs h0 t ht, Polynomial.prod_comp]
  refine Finset.prod_congr rfl fun k _ => ?_
  simp only [Polynomial.sub_comp, Polynomial.X_comp, Polynomial.C_comp, map_add]
  ring
```

For the full stress, put $m=\tfrac13\operatorname{tr}\sigma$. Then $\det(X-\sigma)=\det\big((X-m)-s\big)$, so each root moves up by $m$ and the principal stresses are $m+\lambda_k$. In Lean, `comp` substitutes $X-m$ into the polynomial of $s$. The theorem gives the principal values but no principal directions.

```lean
/-- For `t` in `[0, π/3]` the trigonometric expressions are ordered as `k = 1, 2, 0` from lowest
to highest, and half the difference of the extremes is `√J2 sin(t + π/3)`. -/
theorem ordering_and_max_shear (s : Matrix (Fin 3) (Fin 3) ℝ) (t : ℝ)
    (ht : t ∈ Set.Icc 0 (π / 3)) :
    principalDeviator s t 1 ≤ principalDeviator s t 2 ∧
    principalDeviator s t 2 ≤ principalDeviator s t 0 ∧
    (principalDeviator s t 0 - principalDeviator s t 1) / 2 =
      √(J2 s) * Real.sin (t + π / 3) := by
  obtain ⟨ht0, ht1⟩ := ht
  obtain ⟨v0, v1, v2⟩ := principalDeviator_values s t
  have hpi := Real.pi_pos
  have hq : √(3 : ℝ) ^ 2 = 3 := Real.sq_sqrt (by norm_num)
  have hrq : 0 ≤ √(J2 s / 3) * √3 := by positivity
  have hsin : 0 ≤ Real.sin t := Real.sin_nonneg_of_nonneg_of_le_pi ht0 (by linarith)
  have hcos : 0 ≤ Real.cos (t + π / 6) :=
    Real.cos_nonneg_of_neg_pi_div_two_le_of_le (by linarith) (by linarith)
  rw [Real.cos_add, Real.cos_pi_div_six, Real.sin_pi_div_six] at hcos
  have hw : √(J2 s) = √3 * √(J2 s / 3) := by
    rw [← Real.sqrt_mul (by norm_num : (0 : ℝ) ≤ 3)]
    congr 1
    ring
  rw [v0, v1, v2]
  refine ⟨?_, ?_, ?_⟩
  · linarith [mul_nonneg hrq hsin]
  · have h := mul_nonneg hrq hcos
    have e : 2 * √(J2 s / 3) * Real.cos t
        - -√(J2 s / 3) * (Real.cos t - √3 * Real.sin t) =
        2 * (√(J2 s / 3) * √3 * (Real.cos t * (√3 / 2) - Real.sin t * (1 / 2))) := by
      linear_combination -(√(J2 s / 3) * Real.cos t) * hq
    linarith
  · rw [hw, Real.sin_add, Real.cos_pi_div_three, Real.sin_pi_div_three]
    linear_combination -(√(J2 s / 3) * Real.cos t / 2) * hq

end

end LodeAngle
```

On $[0,\pi/3]$ the differences are
$$\lambda_2-\lambda_1=2\sqrt3\,r\sin t\ge0,\qquad \lambda_0-\lambda_2=2\sqrt3\,r\cos(t+\pi/6)\ge0,$$
so $\lambda_1\le\lambda_2\le\lambda_0$. Also
$$\tfrac12(\lambda_0-\lambda_1)=\tfrac r2(3\cos t+\sqrt3\sin t)=\sqrt{J_2}\,\sin(t+\pi/3).$$
These statements hold for any $t$ in the interval; when $s$ is symmetric and traceless and $t$ is also a Lode angle of $s$, they concern the eigenvalues of $s$. Standard mechanics then identifies the half-difference as the maximum shear stress, the quantity in the Tresca criterion.

```lean
#print axioms LodeAngle.existsUnique_lodeAngle
#print axioms LodeAngle.principal_stresses
#print axioms LodeAngle.ordering_and_max_shear
```

```
'LodeAngle.existsUnique_lodeAngle' depends on axioms: [propext, Classical.choice, Quot.sound]
'LodeAngle.principal_stresses' depends on axioms: [propext, Classical.choice, Quot.sound]
'LodeAngle.ordering_and_max_shear' depends on axioms: [propext, Classical.choice, Quot.sound]
```
